# For n ≥ 1, the integer translations and the inversion of ℝⁿ generate a group that needs n + 1 generators, and n + 1 inversions suffice

Suppose a program is to build a centrosymmetric triclinic crystal, space group $P\bar 1$, from three Seitz operators, with no lattice translations supplied separately. Whichever three are chosen from the group, some symmetry operators are never produced. An atom in general position then lacks some of its equivalent copies. Without a lower bound on the number of generators, one could go on searching for a better choice of three. The bound is four, and four inversions reach it.

## Counting generators by parity

Let $n\ge 1$. Write $(\varepsilon,m)$ for the operator $x\mapsto \varepsilon x+m$ on $\mathbb R^n$, with $\varepsilon=\pm1$ and $m\in\mathbb Z^n$. Let $G$ be the group generated by all translations $(1,m)$ and the inversion $(-1,0)$. Applying the right-hand factor first,

$$(\varepsilon,m)(\delta,k)=(\varepsilon\delta,\;m+\varepsilon k).$$

The inverse of $(1,m)$ is $(1,-m)$, and $(-1,m)$ is its own inverse. The operators $(\pm1,m)$ therefore form a group. It equals $G$, because $(-1,m)=(1,m)(-1,0)$.

**Enough generators.** Let $e_0,\dots,e_{n-1}$ be the unit vectors. Then $(-1,e_i)(-1,0)=(1,e_i)$, so the $n+1$ inversions $(-1,0),(-1,e_0),\dots,(-1,e_{n-1})$ produce the unit translations. These give every integer translation, and hence all of $G$.

**No fewer.** Let $\mathbb F_2$ be the field of integers modulo 2. Give $(\varepsilon,m)$ the parity $(a,\,m \bmod 2)\in\mathbb F_2^{\,n+1}$, where $a=0$ for a translation and $a=1$ for an inversion. Since $-k\equiv k$ modulo 2, parities add under composition, and an inverse has the same parity as the original. Everything generated by a set $S$ thus has its parity in the span of the parities of $S$. Every vector of $\mathbb F_2^{\,n+1}$ is the parity of some element of $G$. If $S$ generates $G$, its parities span a space of dimension $n+1$, so $S$ has at least $n+1$ elements.

For $n=0$ the group is trivial and the empty set generates it, which is why $n\ge1$ is required.

**Two dimensions in numbers.** Put $s=(-1,(0,0))$, $s_0=(-1,(1,0))$ and $s_1=(-1,(0,1))$. The translation by $(2,-1)$ is $s_0\,s\,s_0\,s_1$: starting from $x$, the successive images are

$$-x+(0,1),\quad x+(1,-1),\quad -x+(-1,1),\quad x+(2,-1).$$

Without $s$, the parities of $s_0$ and $s_1$ are $(1,1,0)$ and $(1,0,1)$. Their span contains only these two, $(0,0,0)$ and $(0,1,1)$. The parity $(1,0,0)$ of $s$ is missing, so $s_0$ and $s_1$ cannot generate $s$.

## Seitz operators as permutations of ℝⁿ

In Lean 4 with Mathlib:

```lean
import Mathlib

open Subgroup

namespace SeitzInversionGenerators

noncomputable section
```

Points are real coordinate vectors, with indices running from $0$ to $n-1$.

```lean
/-- Real coordinate space of dimension `n`. -/
abbrev Space (n : ℕ) := Fin n → ℝ
```

A Seitz operator is a bijection of this space, and the group product is composition. The definition allows any invertible linear part `R`, not only an isometry; only $\pm1$ is used below.

```lean
/-- The Seitz operator `(R, t)`, acting on points by `x ↦ R x + t`. -/
def seitz {n : ℕ} (R : Space n ≃ₗ[ℝ] Space n) (t : Space n) : Equiv.Perm (Space n) :=
  R.toEquiv.trans (Equiv.addRight t)

/-- The translation `(1, m)` by an integer vector `m`. -/
def translation {n : ℕ} (m : Fin n → ℤ) : Equiv.Perm (Space n) :=
  seitz (LinearEquiv.refl ℝ (Space n)) (fun i => (m i : ℝ))
```

The name `inversion m` covers every $(-1,m)$, which is the inversion through the point $m/2$, and not only the one through the origin.

```lean
/-- The inversion `(-1, m)` with an integer vector `m`. -/
def inversion {n : ℕ} (m : Fin n → ℤ) : Equiv.Perm (Space n) :=
  seitz (LinearEquiv.neg ℝ) (fun i => (m i : ℝ))
```

`closure` is the subgroup generated by a set, so the next definition is $G$.

```lean
/-- The group generated by all integer translations and the inversion `x ↦ -x`. -/
def inversionGroup (n : ℕ) : Subgroup (Equiv.Perm (Space n)) :=
  closure (insert (inversion 0) (Set.range translation))
```

For $n=3$ this models $P\bar1$ for an ideal infinite crystal. The step left to the reader is the passage from the crystal to fractional coordinates in a primitive basis with the origin at an inversion centre, where the lattice becomes $\mathbb Z^3$ and the inversion through the origin becomes $x\mapsto -x$.

## Parities add, and are unique for n ≥ 1

A parity is one bit for the linear part and $n$ bits for the vector. `HasParity g v` is a relation: it says that `g` can be written as $(\pm1,m)$ with parity `v`.

```lean
/-- Parity labels: one bit for the linear part and `n` bits for the integer vector. -/
abbrev Parity (n : ℕ) := ZMod 2 × (Fin n → ZMod 2)

/-- The operator `g` is `(1, m)` or `(-1, m)` with `m` an integer vector, and `v` records
which of the two it is (0 or 1) together with `m` modulo 2. -/
def HasParity {n : ℕ} (g : Equiv.Perm (Space n)) (v : Parity n) : Prop :=
  ∃ m : Fin n → ℤ, (g = translation m ∧ v = (0, fun i => (m i : ZMod 2))) ∨
    (g = inversion m ∧ v = (1, fun i => (m i : ZMod 2)))
```

Two formulas for the action on coordinates hold by definition.

```lean
/-- A translation adds its integer vector to the coordinates. -/
theorem translation_apply {n : ℕ} (m : Fin n → ℤ) (x : Space n) (i : Fin n) :
    translation m x i = x i + m i := rfl

/-- An inversion reverses the coordinates and then adds its integer vector. -/
theorem inversion_apply {n : ℕ} (m : Fin n → ℤ) (x : Space n) (i : Fin n) :
    inversion m x i = -x i + m i := rfl
```

Addition of parities has four cases, according to whether each factor is a translation or an inversion. The composite has vector $m+k$ or $m-k$, and `CharTwo.sub_eq_add` removes the sign modulo 2.

```lean
/-- Parities add when operators are composed. -/
theorem HasParity.mul {n : ℕ} {g h : Equiv.Perm (Space n)} {v w : Parity n}
    (hg : HasParity g v) (hh : HasParity h w) : HasParity (g * h) (v + w) := by
  obtain ⟨m, ⟨rfl, rfl⟩ | ⟨rfl, rfl⟩⟩ := hg <;>
    obtain ⟨k, ⟨rfl, rfl⟩ | ⟨rfl, rfl⟩⟩ := hh
  · refine ⟨m + k, Or.inl ⟨Equiv.ext fun x => funext fun i => ?_,
      Prod.ext (show (0 : ZMod 2) + 0 = 0 by decide) (funext fun i => ?_)⟩⟩
    · simp only [Equiv.Perm.mul_apply, translation_apply, Pi.add_apply, Int.cast_add]
      ring
    · show (m i : ZMod 2) + (k i : ZMod 2) = (((m + k) i : ℤ) : ZMod 2)
      rw [Pi.add_apply, Int.cast_add]
  · refine ⟨m + k, Or.inr ⟨Equiv.ext fun x => funext fun i => ?_,
      Prod.ext (show (0 : ZMod 2) + 1 = 1 by decide) (funext fun i => ?_)⟩⟩
    · simp only [Equiv.Perm.mul_apply, translation_apply, inversion_apply, Pi.add_apply,
        Int.cast_add]
      ring
    · show (m i : ZMod 2) + (k i : ZMod 2) = (((m + k) i : ℤ) : ZMod 2)
      rw [Pi.add_apply, Int.cast_add]
  -- an inversion on the left reverses `k`, which is invisible modulo 2
  · refine ⟨m - k, Or.inr ⟨Equiv.ext fun x => funext fun i => ?_,
      Prod.ext (show (1 : ZMod 2) + 0 = 1 by decide) (funext fun i => ?_)⟩⟩
    · simp only [Equiv.Perm.mul_apply, translation_apply, inversion_apply, Pi.sub_apply,
        Int.cast_sub]
      ring
    · show (m i : ZMod 2) + (k i : ZMod 2) = (((m - k) i : ℤ) : ZMod 2)
      rw [Pi.sub_apply, Int.cast_sub, CharTwo.sub_eq_add]
  · refine ⟨m - k, Or.inl ⟨Equiv.ext fun x => funext fun i => ?_,
      Prod.ext (show (1 : ZMod 2) + 1 = 0 by decide) (funext fun i => ?_)⟩⟩
    · simp only [Equiv.Perm.mul_apply, translation_apply, inversion_apply, Pi.sub_apply,
        Int.cast_sub]
      ring
    · show (m i : ZMod 2) + (k i : ZMod 2) = (((m - k) i : ℤ) : ZMod 2)
      rw [Pi.sub_apply, Int.cast_sub, CharTwo.sub_eq_add]
```

For uniqueness, two expressions for the same operator are compared at the origin, which gives $m=k$, and at the point $(1,\dots,1)$, which rules out one being a translation and the other an inversion. The second comparison needs a coordinate, supplied by `hn`.

```lean
/-- In dimension at least one, an operator has at most one parity. -/
theorem HasParity.unique {n : ℕ} (hn : 0 < n) {g : Equiv.Perm (Space n)} {v w : Parity n}
    (hv : HasParity g v) (hw : HasParity g w) : v = w := by
  obtain ⟨m, ⟨rfl, rfl⟩ | ⟨rfl, rfl⟩⟩ := hv <;>
    obtain ⟨k, ⟨h, rfl⟩ | ⟨h, rfl⟩⟩ := hw
  -- the image of the origin gives the vector; a second point tells 1 from -1
  all_goals
    have h0 := fun i => congrFun (DFunLike.congr_fun h 0) i
    have h1 := congrFun (DFunLike.congr_fun h 1) ⟨0, hn⟩
    simp only [translation_apply, inversion_apply, Pi.zero_apply, Pi.one_apply] at h0 h1
  · have hmk : m = k := funext fun i => by exact_mod_cast add_left_cancel (h0 i)
    rw [hmk]
  · exfalso
    linarith [h0 ⟨0, hn⟩]
  · exfalso
    linarith [h0 ⟨0, hn⟩]
  · have hmk : m = k := funext fun i => by exact_mod_cast add_left_cancel (h0 i)
    rw [hmk]
```

The span argument is an induction over the generated subgroup, with cases for generators, the identity, products and inverses. The subspace `W` is arbitrary.

```lean
/-- If the operators of a set have parities in a subspace `W`, then so does every operator
that the set generates. -/
theorem parity_of_mem_closure {n : ℕ} {S : Set (Equiv.Perm (Space n))}
    (W : Submodule (ZMod 2) (Parity n)) (hS : ∀ g ∈ S, ∃ v ∈ W, HasParity g v)
    {g : Equiv.Perm (Space n)} (hg : g ∈ closure S) : ∃ v ∈ W, HasParity g v := by
  induction hg using Subgroup.closure_induction with
  | mem x hx => exact hS x hx
  | one =>
    refine ⟨0, W.zero_mem, 0, Or.inl ⟨Equiv.ext fun x => funext fun i => ?_,
      Prod.ext rfl (funext fun i => ?_)⟩⟩
    · simp [translation_apply]
    · simp
  | mul x y _ _ hx hy =>
    obtain ⟨v, hv, hxv⟩ := hx
    obtain ⟨w, hw, hyw⟩ := hy
    exact ⟨v + w, W.add_mem hv hw, hxv.mul hyw⟩
  | inv x _ hx =>
    obtain ⟨v, hv, m, ⟨hm, hvm⟩ | ⟨hm, hvm⟩⟩ := hx
    · refine ⟨v, hv, -m, Or.inl ⟨?_, ?_⟩⟩
      · rw [hm]
        refine inv_eq_of_mul_eq_one_right (Equiv.ext fun x => funext fun i => ?_)
        simp only [Equiv.Perm.mul_apply, translation_apply, Pi.neg_apply, Int.cast_neg,
          Equiv.Perm.one_apply]
        ring
      · rw [hvm]
        refine Prod.ext rfl (funext fun i => ?_)
        show (m i : ZMod 2) = (((-m) i : ℤ) : ZMod 2)
        rw [Pi.neg_apply, Int.cast_neg, CharTwo.neg_eq]
    · refine ⟨v, hv, m, Or.inr ⟨?_, hvm⟩⟩
      rw [hm]
      refine inv_eq_of_mul_eq_one_right (Equiv.ext fun x => funext fun i => ?_)
      simp only [Equiv.Perm.mul_apply, inversion_apply, Equiv.Perm.one_apply]
      ring
```

Taking `W` to be the whole space shows that $G$ contains nothing but the operators $(\pm1,m)$. The converse uses $(-1,m)=(1,m)(-1,0)$.

```lean
/-- The group consists exactly of the operators `(1, m)` and `(-1, m)` with `m` an integer
vector. -/
theorem mem_inversionGroup_iff {n : ℕ} (g : Equiv.Perm (Space n)) :
    g ∈ inversionGroup n ↔ ∃ m, g = translation m ∨ g = inversion m := by
  constructor
  · intro hg
    obtain ⟨v, -, m, h | h⟩ := parity_of_mem_closure ⊤ (by
      rintro x (rfl | ⟨m, rfl⟩)
      · exact ⟨_, Submodule.mem_top, 0, Or.inr ⟨rfl, rfl⟩⟩
      · exact ⟨_, Submodule.mem_top, m, Or.inl ⟨rfl, rfl⟩⟩) hg
    · exact ⟨m, Or.inl h.1⟩
    · exact ⟨m, Or.inr h.1⟩
  · have ht : ∀ m, translation m ∈ inversionGroup n := fun m =>
      subset_closure (Or.inr ⟨m, rfl⟩)
    rintro ⟨m, rfl | rfl⟩
    · exact ht m
    · have h : inversion m = translation m * inversion 0 :=
        Equiv.ext fun x => funext fun i => by
          simp [Equiv.Perm.mul_apply, translation_apply, inversion_apply]
      rw [h]
      exact mul_mem (ht m) (subset_closure (Or.inl rfl))
```

## The inversions (−1, 0) and (−1, eᵢ) generate the group

One inclusion is immediate from the description of $G$. For the other, `H` is the subgroup generated by the inversions, and `L` is the set of vectors whose translations lie in `H`. `L` is closed under addition and negation and contains each $e_i$, written `Pi.single i 1`. Hence it contains every $m=\sum_i m_i e_i$.

```lean
/-- The inversion `(-1, 0)` and the inversions `(-1, eᵢ)`, with `eᵢ` the unit vectors,
generate the whole group. -/
theorem closure_unit_inversions (n : ℕ) :
    closure (insert (inversion 0) (Set.range fun i : Fin n => inversion (Pi.single i 1)))
      = inversionGroup n := by
  apply le_antisymm
  · rw [closure_le]
    rintro g (rfl | ⟨i, rfl⟩)
    · exact (mem_inversionGroup_iff _).2 ⟨_, Or.inr rfl⟩
    · exact (mem_inversionGroup_iff _).2 ⟨_, Or.inr rfl⟩
  · set H := closure (insert (inversion 0)
      (Set.range fun i : Fin n => inversion (Pi.single i 1))) with hH
    have h0 : inversion 0 ∈ H := subset_closure (Or.inl rfl)
    -- the vectors of the translations in `H` form a lattice
    let L : AddSubgroup (Fin n → ℤ) :=
      { carrier := {m | translation m ∈ H}
        zero_mem' := by
          have h : translation (0 : Fin n → ℤ) = 1 :=
            Equiv.ext fun x => funext fun i => by simp [translation_apply]
          show translation 0 ∈ H
          rw [h]
          exact one_mem H
        add_mem' := by
          intro a b ha hb
          have h : translation (a + b) = translation a * translation b :=
            Equiv.ext fun x => funext fun i => by
              simp only [Equiv.Perm.mul_apply, translation_apply, Pi.add_apply, Int.cast_add]
              ring
          show translation (a + b) ∈ H
          rw [h]
          exact mul_mem ha hb
        neg_mem' := by
          intro a ha
          have h : (translation a)⁻¹ = translation (-a) :=
            inv_eq_of_mul_eq_one_right (Equiv.ext fun x => funext fun i => by
              simp only [Equiv.Perm.mul_apply, translation_apply, Pi.neg_apply, Int.cast_neg,
                Equiv.Perm.one_apply]
              ring)
          show translation (-a) ∈ H
          rw [← h]
          exact inv_mem ha }
    -- it contains the unit vectors
    have hL : ∀ i, Pi.single i 1 ∈ L := by
      intro i
      have h : translation (Pi.single i 1) = inversion (Pi.single i 1) * inversion 0 :=
        Equiv.ext fun x => funext fun j => by
          simp [Equiv.Perm.mul_apply, translation_apply, inversion_apply]
      show translation (Pi.single i 1) ∈ H
      rw [h]
      exact mul_mem (subset_closure (Or.inr ⟨i, rfl⟩)) h0
    refine (closure_le H).2 ?_
    rintro g (rfl | ⟨m, rfl⟩)
    · exact h0
    · have hm : m = ∑ i, m i • (Pi.single i 1 : Fin n → ℤ) := by
        ext j
        simp [Finset.sum_apply, Pi.single_apply]
      have hmL : m ∈ L := by
        rw [hm]
        exact sum_mem fun i _ => zsmul_mem (hL i) _
      exact hmL
```

## A generating set has at least n + 1 elements

`choose!` assigns a parity to each generator. To show that these parities span everything, the proof takes any parity `(a, b)`, finds an element of $G$ that has it, and applies the induction with `W` equal to the span. Uniqueness identifies the parity found there with `(a, b)`. The dimension $1+n$ is then at most the number of parities, which is at most the number of generators.

```lean
/-- In dimension `n ≥ 1`, every finite generating set of the group has at least `n + 1`
elements. -/
theorem card_of_generates {n : ℕ} (hn : 0 < n) (S : Finset (Equiv.Perm (Space n)))
    (hS : closure (S : Set (Equiv.Perm (Space n))) = inversionGroup n) :
    n + 1 ≤ S.card := by
  classical
  have hpar : ∀ g ∈ S, ∃ v, HasParity g v := by
    intro g hg
    have hg' : g ∈ inversionGroup n := by
      rw [← hS]
      exact subset_closure hg
    obtain ⟨m, h | h⟩ := (mem_inversionGroup_iff g).1 hg'
    · exact ⟨_, m, Or.inl ⟨h, rfl⟩⟩
    · exact ⟨_, m, Or.inr ⟨h, rfl⟩⟩
  choose! v hv using hpar
  -- the parities of the generators span all parities
  have htop : Submodule.span (ZMod 2) (↑(S.image v) : Set (Parity n)) = ⊤ := by
    rw [eq_top_iff]
    rintro ⟨a, b⟩ -
    have hb : b = fun i => ((((b i).val : ℕ) : ℤ) : ZMod 2) := funext fun i => by simp
    have hab : ∃ g ∈ inversionGroup n, HasParity g (a, b) := by
      have ha : ∀ a : ZMod 2, a = 0 ∨ a = 1 := by decide
      rcases ha a with h | h
      · exact ⟨_, (mem_inversionGroup_iff _).2 ⟨_, Or.inl rfl⟩,
          fun i => ((b i).val : ℤ), Or.inl ⟨rfl, Prod.ext h hb⟩⟩
      · exact ⟨_, (mem_inversionGroup_iff _).2 ⟨_, Or.inr rfl⟩,
          fun i => ((b i).val : ℤ), Or.inr ⟨rfl, Prod.ext h hb⟩⟩
    obtain ⟨g, hg, hgw⟩ := hab
    rw [← hS] at hg
    obtain ⟨u, hu, hgu⟩ := parity_of_mem_closure
      (Submodule.span (ZMod 2) (↑(S.image v) : Set (Parity n)))
      (fun x hx => ⟨v x, Submodule.subset_span
        (Finset.mem_coe.2 (Finset.mem_image_of_mem v hx)), hv x hx⟩) hg
    rw [hgw.unique hn hgu]
    exact hu
  have hdim : Module.finrank (ZMod 2)
      (Submodule.span (ZMod 2) (↑(S.image v) : Set (Parity n))) ≤ (S.image v).card :=
    finrank_span_finset_le_card _
  rw [htop, finrank_top, Module.finrank_prod, Module.finrank_self,
    Module.finrank_fin_fun] at hdim
  have hcard : (S.image v).card ≤ S.card := Finset.card_image_le
  omega
```

The final theorem says that, for $n\ge1$, some set of exactly $n+1$ operators, all of them inversions, generates $G$, and that no set of at most $n$ operators of any kind does. `Finset` means a finite set. The inversions need not be checked to be distinct: their set has at most $n+1$ elements by construction and at least $n+1$ by the bound.

```lean
/-- In dimension `n ≥ 1`, the group generated by the integer translations and `x ↦ -x` is
generated by `n + 1` inversions, and no set of `n` or fewer elements generates it. -/
theorem minimal_generation_by_inversions {n : ℕ} (hn : 0 < n) :
    (∃ S : Finset (Equiv.Perm (Space n)), S.card = n + 1 ∧
      (∀ g ∈ S, ∃ m, g = inversion m) ∧
      closure (S : Set (Equiv.Perm (Space n))) = inversionGroup n) ∧
    ∀ S : Finset (Equiv.Perm (Space n)), S.card ≤ n →
      closure (S : Set (Equiv.Perm (Space n))) ≠ inversionGroup n := by
  classical
  refine ⟨?_, fun S hS h => by have := card_of_generates hn S h; omega⟩
  let T : Finset (Equiv.Perm (Space n)) :=
    Finset.univ.image fun i : Fin n => inversion (Pi.single i 1)
  have hgen : closure (↑(insert (inversion 0) T) : Set (Equiv.Perm (Space n)))
      = inversionGroup n := by
    rw [← closure_unit_inversions n, Finset.coe_insert, Finset.coe_image, Finset.coe_univ,
      Set.image_univ]
  refine ⟨insert (inversion 0) T, le_antisymm ?_ (card_of_generates hn _ hgen), ?_, hgen⟩
  · have h1 : (insert (inversion 0) T).card ≤ T.card + 1 := Finset.card_insert_le _ _
    have h2 : T.card ≤ (Finset.univ : Finset (Fin n)).card := Finset.card_image_le
    rw [Finset.card_fin] at h2
    omega
  · intro g hg
    rcases Finset.mem_insert.1 hg with h | h
    · exact ⟨0, h⟩
    · obtain ⟨i, -, hi⟩ := Finset.mem_image.1 h
      exact ⟨_, hi.symm⟩

end

end SeitzInversionGenerators
```

```lean
#print axioms SeitzInversionGenerators.minimal_generation_by_inversions
```

```
'SeitzInversionGenerators.minimal_generation_by_inversions' depends on axioms: [propext, Classical.choice, Quot.sound]
```

In crystallographic software the count applies when the list of generators must also produce the lattice translations of an ideal $P\bar1$ crystal. Where the translations are built in, the single operator $(-1,0)$ is enough.
